# Conjugation by at most n unit Majorana vectors implements any real orthogonal n × n matrix, up to the sign det R

## From a mode rotation to an operator

In a simulation of non-interacting fermions, a change of Majorana modes is given by a real orthogonal matrix $R$. To apply it to a state vector, one can use an operator $V$ that produces this change by conjugation. A product of at most $n$ factors, each linear in the $n$ Majorana operators, does this up to the sign $\det R$.

Let $\gamma_0,\dots,\gamma_{n-1}$ satisfy $\gamma_a^2=1$ and $\gamma_a\gamma_b=-\gamma_b\gamma_a$ for $a\ne b$. For real $u$, write $g(u)=\sum_a u_a\gamma_a$.

## What is stated

If $R^TR=1$, there are $k\le n$ unit vectors $u_1,\dots,u_k$ such that $V=g(u_1)\cdots g(u_k)$ is invertible, $\det R=(-1)^k$, and
$$V g(w)V^{-1}=(-1)^k g(Rw)\quad\text{for all real } w.$$

In `pin_covers_orthogonal`, the generators live in any real algebra `A`, and `IsMajorana γ` contains the two relations above. `slash γ u` is $g(u)$, `pinWord γ l` is the ordered product over a list `l`, and `V : Aˣ` is an invertible element. The empty list gives $V=1$.

Only the surjective half of the Pin double cover is proved: each $R$ has a $V$, but nothing is said about how many. Nor is unitarity stated, since `A` has no adjoint.

## One vector makes a mirror

Expanding both products gives
$$g(u)g(w)+g(w)g(u)=\sum_{a,b}u_aw_b(\gamma_a\gamma_b+\gamma_b\gamma_a)=2(u\cdot w).$$
For a unit vector, therefore, $g(u)^2=1$ and
$$g(u)g(w)g(u)=2(u\cdot w)g(u)-g(w)=-g(M_uw),\qquad M_u=1-2uu^T.$$
The mirror $M_u$ is symmetric. Moreover, $M_u^2=1-4uu^T+4u(u\cdot u)u^T=1$ and $\det M_u=1-2u\cdot u=-1$.

## Mirrors make every orthogonal matrix

Let $x\ne y$ have equal length, and put $u=(x-y)/|x-y|$. Since $|x-y|^2=2(x-y)\cdot x$, we get $M_ux=x-(x-y)=y$. If $x\cdot z=y\cdot z$, then $u\cdot z=0$ and $M_uz=z$.

Claim: if $Re_j=e_j$ for all $j\ge m$, then $R$ is a product of at most $m$ mirrors. For $m=0$, $R=1$. For the step to $m+1$, suppose $R$ fixes $e_j$ for $j>m$. If it also fixes $e_m$, the claim for $m$ applies. Otherwise take the mirror $M_u$ from $x=Re_m$ to $y=e_m$. For $j>m$,
$$Re_m\cdot e_j=Re_m\cdot Re_j=0=e_m\cdot e_j,$$
so $M_u$ keeps $e_j$. Then $M_uR$ is orthogonal, fixes all $e_j$ with $j\ge m$, and needs at most $m$ mirrors; $R=M_u(M_uR)$ adds one. At $m=n$ the condition on $R$ is empty.

Writing $R=M_{u_1}\cdots M_{u_k}$ and conjugating by one factor after another gives the sign $(-1)^k$, which is also $\det R$. For a rotation, $k$ is even and the sign disappears.

The same induction gives a neighbouring result: an orthogonal matrix that moves only the first $m$ basis vectors needs at most $m$ factors, again up to the sign $\det R$. If $\det R=-1$, conjugation by $V$ therefore flips the sign of the modes that $R$ leaves alone.

## The bound is attained

Let a product $V$ of $k<n$ factors implement $w\mapsto-w$ up to the sign $(-1)^k$. Some $w\ne0$ is orthogonal to all $u_i$, so every mirror fixes it. Hence $(-1)^kg(w)=(-1)^kg(-w)$, which gives $g(w)=0$ and $0=2g(w)^2=2(w\cdot w)$, a contradiction if $1\neq0$ in the algebra.

## The Lean file

```lean
import Mathlib

open Matrix

namespace PinGroupCover

noncomputable section

variable {n : ℕ} {A : Type*} [Ring A] [Algebra ℝ A]

/-- Majorana generators: each squares to one and different ones anticommute. -/
structure IsMajorana (γ : Fin n → A) : Prop where
  sq : ∀ a, γ a * γ a = 1
  anti : ∀ a b, a ≠ b → γ a * γ b = -(γ b * γ a)

/-- The Clifford element `g(u) = ∑ u_a γ_a` of a real vector `u`. -/
def slash (γ : Fin n → A) (u : Fin n → ℝ) : A := ∑ a, u a • γ a

/-- The ordered product `g(u₁) ⋯ g(u_k)` over a list of vectors. -/
def pinWord (γ : Fin n → A) (l : List (Fin n → ℝ)) : A := (l.map (slash γ)).prod

/-- The matrix `1 - 2 u uᵀ`, which for a unit vector `u` is the mirror reflection along `u`. -/
def mirror (u : Fin n → ℝ) : Matrix (Fin n) (Fin n) ℝ := 1 - vecMulVec ((2 : ℝ) • u) u

/-- The anticommutator of two Clifford vectors is twice their scalar product. -/
theorem slash_anticomm {γ : Fin n → A} (hγ : IsMajorana γ) (u w : Fin n → ℝ) :
    slash γ u * slash γ w + slash γ w * slash γ u = (2 * (u ⬝ᵥ w)) • (1 : A) := by
  have key : ∀ a b, γ a * γ b + γ b * γ a = if a = b then (2 : ℝ) • (1 : A) else 0 := by
    intro a b
    split_ifs with h
    · rw [h, hγ.sq, two_smul]
    · rw [hγ.anti a b h, neg_add_cancel]
  have h1 : ∀ x y : Fin n → ℝ,
      slash γ x * slash γ y = ∑ a, ∑ b, (x a * y b) • (γ a * γ b) := by
    intro x y
    simp only [slash, Finset.sum_mul_sum, smul_mul_smul_comm]
  have h2 : slash γ w * slash γ u = ∑ a, ∑ b, (u a * w b) • (γ b * γ a) := by
    rw [h1 w u, Finset.sum_comm]
    refine Finset.sum_congr rfl fun a _ => Finset.sum_congr rfl fun b _ => ?_
    rw [mul_comm (w b) (u a)]
  rw [h1 u w, h2]
  simp only [← Finset.sum_add_distrib, ← smul_add, key, smul_ite, smul_zero,
    Finset.sum_ite_eq, Finset.mem_univ, if_true]
  rw [dotProduct, Finset.mul_sum, Finset.sum_smul]
  refine Finset.sum_congr rfl fun a _ => ?_
  rw [smul_smul, mul_comm (u a * w a)]

/-- The mirror matrix acts as `w ↦ w - 2 (u·w) u`. -/
theorem mirror_mulVec (u w : Fin n → ℝ) :
    mirror u *ᵥ w = w - (2 * (u ⬝ᵥ w)) • u := by
  have h : vecMulVec ((2 : ℝ) • u) u *ᵥ w = (2 * (u ⬝ᵥ w)) • u := by
    ext i
    simp only [mulVec, dotProduct, vecMulVec_apply, Pi.smul_apply, smul_eq_mul,
      Finset.mul_sum, Finset.sum_mul]
    exact Finset.sum_congr rfl fun j _ => by ring
  rw [mirror, Matrix.sub_mulVec, Matrix.one_mulVec, h]

/-- The mirror of a unit vector is symmetric, squares to one and has determinant `-1`. -/
theorem mirror_properties (u : Fin n → ℝ) (hu : u ⬝ᵥ u = 1) :
    (mirror u)ᵀ = mirror u ∧ mirror u * mirror u = 1 ∧ (mirror u).det = -1 := by
  have hs : ∑ k, u k * u k = 1 := hu
  refine ⟨?_, ?_, ?_⟩
  · rw [mirror, transpose_sub, transpose_one]
    congr 1
    ext i j
    simp only [transpose_apply, vecMulVec_apply, Pi.smul_apply, smul_eq_mul]
    ring
  · have hP : vecMulVec ((2 : ℝ) • u) u * vecMulVec ((2 : ℝ) • u) u
        = vecMulVec ((2 : ℝ) • u) u + vecMulVec ((2 : ℝ) • u) u := by
      ext i j
      simp only [Matrix.mul_apply, Matrix.add_apply, vecMulVec_apply, Pi.smul_apply, smul_eq_mul]
      have : ∑ k, 2 * u i * u k * (2 * u k * u j) = 4 * u i * u j * ∑ k, u k * u k := by
        rw [Finset.mul_sum]
        exact Finset.sum_congr rfl fun k _ => by ring
      rw [this, hs]
      ring
    simp only [mirror, sub_mul, mul_sub, one_mul, mul_one, hP]
    abel
  · -- a rank-one update reduces the determinant to a 1 × 1 one
    have e : mirror u = 1 + (Matrix.of fun i (_ : Fin 1) => -2 * u i) *
        (Matrix.of fun (_ : Fin 1) j => u j) := by
      ext i j
      simp only [mirror, Matrix.sub_apply, Matrix.add_apply, Matrix.mul_apply, vecMulVec_apply,
        Matrix.of_apply, Pi.smul_apply, smul_eq_mul, Finset.univ_unique, Finset.sum_singleton]
      ring
    rw [e, Matrix.det_one_add_mul_comm, Matrix.det_unique]
    simp only [Matrix.add_apply, Matrix.one_apply_eq, Matrix.mul_apply, Matrix.of_apply]
    have : ∑ k, u k * (-2 * u k) = -2 * ∑ k, u k * u k := by
      rw [Finset.mul_sum]
      exact Finset.sum_congr rfl fun k _ => by ring
    rw [this, hs]
    norm_num

/-- Of two different vectors of equal length, one is carried to the other by a mirror that
fixes every vector having the same overlap with both. -/
theorem exists_mirror (x y : Fin n → ℝ) (h : x ⬝ᵥ x = y ⬝ᵥ y) (hxy : x ≠ y) :
    ∃ u : Fin n → ℝ, u ⬝ᵥ u = 1 ∧ mirror u *ᵥ x = y ∧
      ∀ z, x ⬝ᵥ z = y ⬝ᵥ z → mirror u *ᵥ z = z := by
  have hs : 0 < (x - y) ⬝ᵥ (x - y) := by
    refine lt_of_le_of_ne (Finset.sum_nonneg fun i _ => mul_self_nonneg _) fun h0 => ?_
    exact hxy (sub_eq_zero.1 (dotProduct_self_eq_zero.1 h0.symm))
  obtain ⟨r, hr0, hr⟩ : ∃ r : ℝ, r ≠ 0 ∧ r * r = (x - y) ⬝ᵥ (x - y) :=
    ⟨√((x - y) ⬝ᵥ (x - y)), (Real.sqrt_pos.2 hs).ne', Real.mul_self_sqrt hs.le⟩
  -- the mirror vector is the normalised difference
  refine ⟨r⁻¹ • (x - y), ?_, ?_, fun z hz => ?_⟩
  · rw [smul_dotProduct, dotProduct_smul, ← hr, smul_eq_mul, smul_eq_mul]
    field_simp
  · have hx : 2 * ((x - y) ⬝ᵥ x) = r * r := by
      rw [hr]
      simp only [sub_dotProduct, dotProduct_sub]
      linarith [dotProduct_comm x y]
    have hc : 2 * (r⁻¹ • ((x - y) ⬝ᵥ x)) * r⁻¹ = 1 := by
      rw [smul_eq_mul]
      calc 2 * (r⁻¹ * ((x - y) ⬝ᵥ x)) * r⁻¹ = (2 * ((x - y) ⬝ᵥ x)) * (r⁻¹ * r⁻¹) := by ring
        _ = 1 := by rw [hx]; field_simp
    rw [mirror_mulVec, smul_dotProduct, smul_smul, hc, one_smul, sub_sub_cancel]
  · rw [mirror_mulVec, smul_dotProduct, sub_dotProduct, hz, sub_self]
    simp

/-- The Cartan–Dieudonné theorem for Euclidean space: a real orthogonal `n × n` matrix is a product
of at most `n` mirrors. -/
theorem cartan_dieudonne (R : Matrix (Fin n) (Fin n) ℝ) (hR : Rᵀ * R = 1) :
    ∃ l : List (Fin n → ℝ), l.length ≤ n ∧ (∀ u ∈ l, u ⬝ᵥ u = 1) ∧
      R = (l.map mirror).prod := by
  have hcol : ∀ M : Matrix (Fin n) (Fin n) ℝ, Mᵀ * M = 1 → ∀ j k,
      (fun i => M i j) ⬝ᵥ (fun i => M i k) = (1 : Matrix (Fin n) (Fin n) ℝ) j k :=
    fun M h j k => congrFun (congrFun h j) k
  -- induction on the number m of axes that may still move
  have key : ∀ m : ℕ, m ≤ n → ∀ R : Matrix (Fin n) (Fin n) ℝ, Rᵀ * R = 1 →
      (∀ j : Fin n, m ≤ (j : ℕ) → ∀ i, R i j = (1 : Matrix (Fin n) (Fin n) ℝ) i j) →
      ∃ l : List (Fin n → ℝ), l.length ≤ m ∧ (∀ u ∈ l, u ⬝ᵥ u = 1) ∧
        R = (l.map mirror).prod := by
    intro m
    induction m with
    | zero =>
      intro _ R _ h
      exact ⟨[], by simp, by simp, Matrix.ext fun i j => h j (Nat.zero_le _) i⟩
    | succ m ih =>
      intro hm R hR h
      obtain ⟨a, ha⟩ : ∃ a : Fin n, (a : ℕ) = m := ⟨⟨m, hm⟩, rfl⟩
      by_cases hx : (fun i => R i a) = fun i => (1 : Matrix (Fin n) (Fin n) ℝ) i a
      · obtain ⟨l, h1, h2, h3⟩ := ih (by omega) R hR (by
          intro j hj i
          rcases eq_or_lt_of_le hj with e | e
          · have hja : j = a := Fin.ext (by omega)
            rw [hja]
            exact congrFun hx i
          · exact h j e i)
        exact ⟨l, by omega, h2, h3⟩
      · -- one mirror brings the axis a back and keeps the later ones
        obtain ⟨u, hu, hux, huz⟩ := exists_mirror _ _
          ((hcol R hR a a).trans (hcol 1 (by simp) a a).symm) hx
        obtain ⟨hT, hS, -⟩ := mirror_properties u hu
        obtain ⟨l, h1, h2, h3⟩ := ih (by omega) (mirror u * R)
          (by rw [transpose_mul, hT, mul_assoc, ← mul_assoc (mirror u), hS, one_mul, hR]) (by
          intro j hj i
          change (mirror u *ᵥ fun k => R k j) i = _
          rcases eq_or_lt_of_le hj with e | e
          · have hja : j = a := Fin.ext (by omega)
            rw [hja]
            exact congrFun hux i
          · have hz : (fun k => R k j) = fun k => (1 : Matrix (Fin n) (Fin n) ℝ) k j :=
              funext (h j e)
            have hf := huz (fun k => R k j) ((hcol R hR a j).trans (by
              rw [hz]; exact (hcol 1 (by simp) a j).symm))
            exact (congrFun hf i).trans (h j e i))
        refine ⟨u :: l, by simpa using h1, ?_, ?_⟩
        · intro v hv
          rcases List.mem_cons.1 hv with e | e
          · rw [e, hu]
          · exact h2 v e
        · rw [List.map_cons, List.prod_cons, ← h3, ← mul_assoc, hS, one_mul]
  exact key n le_rfl R hR fun j hj => absurd j.isLt (not_lt_of_ge hj)

/-- A product of `k` unit Clifford vectors is invertible, and conjugation by it acts on Clifford
vectors as `(-1)^k` times the product of the mirrors. -/
theorem pinWord_conj {γ : Fin n → A} (hγ : IsMajorana γ) (l : List (Fin n → ℝ))
    (hl : ∀ u ∈ l, u ⬝ᵥ u = 1) :
    ∃ V : Aˣ, (V : A) = pinWord γ l ∧ ∀ w, (V : A) * slash γ w * (↑V⁻¹ : A) =
      (-1 : ℝ) ^ l.length • slash γ ((l.map mirror).prod *ᵥ w) := by
  induction l with
  | nil => exact ⟨1, by simp [pinWord], fun w => by simp⟩
  | cons u l ih =>
    have hu : u ⬝ᵥ u = 1 := hl u (by simp)
    obtain ⟨V, hV, hVw⟩ := ih fun v hv => hl v (List.mem_cons_of_mem _ hv)
    have hsq : slash γ u * slash γ u = 1 := by
      calc slash γ u * slash γ u
          = (1 / 2 : ℝ) • (slash γ u * slash γ u + slash γ u * slash γ u) := by module
        _ = 1 := by rw [slash_anticomm hγ, hu, smul_smul]; norm_num
    have hlin : ∀ (y : Fin n → ℝ) (c : ℝ), slash γ (y - c • u) = slash γ y - c • slash γ u := by
      intro y c
      simp only [slash, Pi.sub_apply, Pi.smul_apply, smul_eq_mul, sub_smul,
        Finset.sum_sub_distrib, Finset.smul_sum, smul_smul]
    -- a single unit vector reflects and flips the sign
    have hstep : ∀ y, slash γ u * slash γ y * slash γ u = -slash γ (mirror u *ᵥ y) := by
      intro y
      rw [eq_sub_of_add_eq (slash_anticomm hγ u y), mirror_mulVec, hlin, sub_mul,
        smul_mul_assoc, one_mul, mul_assoc, hsq, mul_one, neg_sub]
    let U : Aˣ := ⟨slash γ u, slash γ u, hsq, hsq⟩
    have e : (((U * V)⁻¹ : Aˣ) : A) = (↑V⁻¹ : A) * slash γ u :=
      congrArg Units.val (mul_inv_rev U V)
    refine ⟨U * V, ?_, fun w => ?_⟩
    · change slash γ u * (V : A) = _
      rw [hV]
      simp [pinWord]
    · rw [e]
      change slash γ u * (V : A) * slash γ w * ((↑V⁻¹ : A) * slash γ u) = _
      calc slash γ u * (V : A) * slash γ w * ((↑V⁻¹ : A) * slash γ u)
          = slash γ u * ((V : A) * slash γ w * (↑V⁻¹ : A)) * slash γ u := by
            simp only [mul_assoc]
        _ = _ := by
            rw [hVw, mul_smul_comm, smul_mul_assoc, hstep, List.length_cons, List.map_cons,
              List.prod_cons, ← Matrix.mulVec_mulVec, pow_succ, mul_neg_one, neg_smul, smul_neg]

/-- Every real orthogonal `R` is implemented, up to the sign `(-1)^k = det R`, by conjugation with a
product of `k ≤ n` unit Clifford vectors. -/
theorem pin_covers_orthogonal {γ : Fin n → A} (hγ : IsMajorana γ)
    (R : Matrix (Fin n) (Fin n) ℝ) (hR : Rᵀ * R = 1) :
    ∃ l : List (Fin n → ℝ), l.length ≤ n ∧ (∀ u ∈ l, u ⬝ᵥ u = 1) ∧
      R.det = (-1) ^ l.length ∧ ∃ V : Aˣ, (V : A) = pinWord γ l ∧
        ∀ w, (V : A) * slash γ w * (↑V⁻¹ : A) = (-1 : ℝ) ^ l.length • slash γ (R *ᵥ w) := by
  obtain ⟨l, hlen, hl, rfl⟩ := cartan_dieudonne R hR
  refine ⟨l, hlen, hl, ?_, pinWord_conj hγ l hl⟩
  clear hR hlen
  induction l with
  | nil => simp
  | cons u l ih =>
    rw [List.map_cons, List.prod_cons, Matrix.det_mul, (mirror_properties u (hl u (by simp))).2.2,
      ih fun v hv => hl v (List.mem_cons_of_mem _ hv), List.length_cons, pow_succ, mul_comm]

/-- Every rotation (`det R = 1`) is implemented without a sign by conjugation with a product of
an even number, at most `n`, of unit Clifford vectors. -/
theorem spin_covers_rotations {γ : Fin n → A} (hγ : IsMajorana γ)
    (R : Matrix (Fin n) (Fin n) ℝ) (hR : Rᵀ * R = 1) (hdet : R.det = 1) :
    ∃ l : List (Fin n → ℝ), l.length ≤ n ∧ Even l.length ∧ (∀ u ∈ l, u ⬝ᵥ u = 1) ∧
      ∃ V : Aˣ, (V : A) = pinWord γ l ∧
        ∀ w, (V : A) * slash γ w * (↑V⁻¹ : A) = slash γ (R *ᵥ w) := by
  obtain ⟨l, hlen, hl, hd, V, hV, hw⟩ := pin_covers_orthogonal hγ R hR
  have hk : (-1 : ℝ) ^ l.length = 1 := hd.symm.trans hdet
  refine ⟨l, hlen, ?_, hl, V, hV, fun w => by rw [hw, hk, one_smul]⟩
  rcases Nat.even_or_odd l.length with h | h
  · exact h
  · rw [h.neg_one_pow] at hk
    norm_num at hk

/-- In a nontrivial algebra, a product of `k` unit Clifford vectors that implements the total
inversion `w ↦ -w` up to the sign `(-1)^k` has at least `n` factors. -/
theorem inversion_needs_n_vectors [Nontrivial A] {γ : Fin n → A} (hγ : IsMajorana γ)
    (l : List (Fin n → ℝ)) (hl : ∀ u ∈ l, u ⬝ᵥ u = 1) (V : Aˣ) (hV : (V : A) = pinWord γ l)
    (hinv : ∀ w, (V : A) * slash γ w * (↑V⁻¹ : A) = (-1 : ℝ) ^ l.length • slash γ (-w)) :
    n ≤ l.length := by
  by_contra hlt
  -- fewer than n mirrors share a fixed direction w
  let f := (Matrix.of fun i : Fin l.length => l.get i).mulVecLin
  have hker : LinearMap.ker f ≠ ⊥ := LinearMap.ker_ne_bot_of_finrank_lt (by
    rw [Module.finrank_fin_fun, Module.finrank_fin_fun]; omega)
  obtain ⟨w, hw, hw0⟩ := Submodule.exists_mem_ne_zero_of_ne_bot hker
  have horth : ∀ u ∈ l, u ⬝ᵥ w = 0 := by
    intro u hu
    obtain ⟨i, rfl⟩ := List.get_of_mem hu
    exact congrFun (LinearMap.mem_ker.1 hw) i
  have hfix : ∀ l' : List (Fin n → ℝ), (∀ u ∈ l', u ⬝ᵥ w = 0) →
      (l'.map mirror).prod *ᵥ w = w := by
    intro l' h
    induction l' with
    | nil => simp
    | cons u l' ih =>
      rw [List.map_cons, List.prod_cons, ← Matrix.mulVec_mulVec,
        ih fun v hv => h v (List.mem_cons_of_mem _ hv), mirror_mulVec, h u (by simp)]
      simp
  obtain ⟨V', hV', hconj⟩ := pinWord_conj hγ l hl
  obtain rfl : V' = V := Units.ext (hV'.trans hV.symm)
  have h1 := (hconj w).symm.trans (hinv w)
  rw [hfix l horth] at h1
  have hk : (-1 : ℝ) ^ l.length * (-1) ^ l.length = 1 := by
    rw [← mul_pow]; norm_num
  have h2 : slash γ w = slash γ (-w) := by
    have h3 := congrArg (fun x => (-1 : ℝ) ^ l.length • x) h1
    simpa only [smul_smul, hk, one_smul] using h3
  have hneg : slash γ (-w) = -slash γ w := by
    simp only [slash, Pi.neg_apply, neg_smul, Finset.sum_neg_distrib]
  have h0 : slash γ w = 0 := by
    calc slash γ w = (1 / 2 : ℝ) • (slash γ w + slash γ w) := by module
      _ = 0 := by rw [eq_neg_iff_add_eq_zero.1 (h2.trans hneg), smul_zero]
  -- a vanishing Clifford vector has zero length
  have h4 := slash_anticomm hγ w w
  rw [h0, mul_zero, add_zero] at h4
  have h5 := (smul_eq_zero.1 h4.symm).resolve_right one_ne_zero
  exact hw0 (dotProduct_self_eq_zero.1 (by linarith))

/-- The three Pauli matrices. -/
def pauli : Fin 3 → Matrix (Fin 2) (Fin 2) ℂ :=
  ![!![0, 1; 1, 0], !![0, -Complex.I; Complex.I, 0], !![1, 0; 0, -1]]

/-- The Pauli matrices are three Majorana generators in the real algebra of complex
`2 × 2` matrices. -/
theorem isMajorana_witness : IsMajorana pauli := by
  constructor
  · intro a
    fin_cases a <;> ext i j <;> fin_cases i <;> fin_cases j <;>
      simp [pauli, Matrix.mul_apply, Fin.sum_univ_succ]
  · intro a b hab
    fin_cases a <;> fin_cases b <;> first
      | exact absurd rfl hab
      | (ext i j
         fin_cases i <;> fin_cases j <;> simp [pauli, Matrix.mul_apply, Fin.sum_univ_succ])

end

end PinGroupCover
```

```lean
#print axioms PinGroupCover.pin_covers_orthogonal
-- 'PinGroupCover.pin_covers_orthogonal' depends on axioms: [propext, Classical.choice, Quot.sound]
#print axioms PinGroupCover.spin_covers_rotations
-- 'PinGroupCover.spin_covers_rotations' depends on axioms: [propext, Classical.choice, Quot.sound]
#print axioms PinGroupCover.inversion_needs_n_vectors
-- 'PinGroupCover.inversion_needs_n_vectors' depends on axioms: [propext, Classical.choice, Quot.sound]
```

## How the proof follows the derivation

`slash_anticomm` expands both products into double sums and collapses them with the case split `key`. `mirror_mulVec` gives the action of $M_u$, and `mirror_properties` obtains the determinant by reducing it to a $1\times1$ one.

`exists_mirror` uses the normalised difference. In `cartan_dieudonne`, the inner statement `key` is the claim about $m$, `by_cases hx` asks whether axis $m$ is already fixed, and `hcol` supplies the scalar products of columns.

`pinWord_conj` is an induction on the list; `hstep` is the one-vector formula. `pin_covers_orthogonal` combines it with the factorisation and computes the determinant by a second induction. `spin_covers_rotations` reads off even length from $\det R=1$.

`inversion_needs_n_vectors` finds $w$ as a kernel vector of the matrix whose rows are the $u_i$, and `hfix` shows that the mirrors leave it alone; `Nontrivial A` is the condition $1\ne0$. Finally, `isMajorana_witness` checks the relations for the three Pauli matrices entry by entry, so for a spin one-half every rotation is implemented by a product of zero or two unit vectors.
